# Stability at a strict minimum of a differentiable potential, with a criterion for undamped harmonic lattices

## One particle in a well

A particle of unit mass moves on a line in a differentiable potential V with a strict local minimum at 0. Choose a small ρ > 0. Both V(−ρ) and V(ρ) exceed V(0), so the smaller of them, m, is a barrier. A particle starting between these points with energy below m cannot reach either, since its potential energy there would exceed its total energy.

The potential V(x) = kx²/2 shows what can happen with and without a strict minimum. For k > 0 the particle oscillates, for k = 0 it can drift away at any small speed, and for k < 0 it can escape exponentially.

## Energy confines the motion

In n dimensions, with friction constant γ ≥ 0, the equations are

x' = v,  v' = −∇V(x) − γv.

The friction term stands for linear drag from the surroundings, without thermal noise. The energy E = ‖v‖²/2 + V(x) obeys

E' = ⟨v, −∇V(x) − γv⟩ + ⟨∇V(x), v⟩ = −γ‖v‖² ≤ 0.

Let V(y) > V(x₀) whenever 0 < ‖y − x₀‖ < r. Given ε > 0, pick 0 < ρ < min(r, ε). The sphere ‖y − x₀‖ = ρ is compact, so for n ≥ 1 V has a minimum m > V(x₀) on it. Choose η with

0 < η < min(m − V(x₀), ε²/2).

By continuity there is δ₀ > 0 such that |V(y) − V(x₀)| < η/2 for ‖y − x₀‖ < δ₀. Put δ = min(δ₀, ρ, 1, η). If the initial displacement and speed are below δ, then ‖v(0)‖² < η and

E(0) < V(x₀) + η/2 + η/2 < m.

If the path left the ball, it would meet the sphere at some time s, giving m ≤ V(x(s)) ≤ E(s) ≤ E(0) < m, a contradiction. Hence ‖x(t) − x₀‖ < ρ < ε. Inside the ball V(x(t)) ≥ V(x₀), so

‖v(t)‖²/2 ≤ E(0) − V(x₀) < η < ε²/2.

The crossing argument is needed: V(x(t)) < m alone does not place x(t) inside the ball, because V may be low again farther out.

## Harmonic lattices and soft modes

Let V(u) = ⟨u, Ku⟩/2 with K symmetric. Its derivative along w is

(⟨w, Ku⟩ + ⟨u, Kw⟩)/2 = ⟨Ku, w⟩,

so ∇V(u) = Ku. If K is positive definite, 0 is a strict minimum and therefore stable.

Conversely, suppose Ku = μu with u ≠ 0 and μ ≤ 0. Then x(t) = a f(t)u solves x'' = −Kx, with

f(t) = t if μ = 0,  f(t) = exp(ωt), ω = √(−μ), if μ < 0.

In both cases f(t) ≥ ct for t ≥ 0, with c = 1 or c = ω. A small a > 0 makes the initial data as small as desired, yet at t = 1/(ac) the displacement is at least ‖u‖. Stability thus forces every eigenvalue μᵢ to be positive. In an orthonormal eigenbasis bᵢ,

⟨u, Ku⟩ = Σᵢ μᵢ⟨u, bᵢ⟩² > 0 for u ≠ 0.

In a phonon calculation, an imaginary frequency therefore signals instability of the finite, undamped harmonic model. A free crystal's translations are zero modes, and so are the rotations of a free finite cluster. The criterion therefore calls such a system unstable, and it can test the internal vibrations only after all these modes are removed. Beyond the harmonic model a zero force constant is not decisive: V(x) = x⁴ has a strict minimum at 0.

## What the theorems say

`Config n` is Euclidean n-space, and `IsTrajectory` encodes the first-order equations on [0, ∞), with a one-sided derivative at 0. `LyapunovStable` bounds both displacement and speed. `lagrange_dirichlet` assumes a strict local minimum, a differentiable V and γ ≥ 0. The Lagrange-Dirichlet theorem is also stated for systems whose kinetic energy depends on position; here the mass is constant and the coordinates are Euclidean. The result concerns trajectories that exist for all t ≥ 0 and does not establish their existence, nor does it claim that friction brings them back to x₀.

`harmonic_stable_iff` takes γ = 0 and a symmetric K. Unit mass corresponds to mass-weighted coordinates in a lattice.

In Lean 4 with Mathlib:

```lean
import Mathlib

open Set

namespace LagrangeDirichlet

noncomputable section

/-- Configurations with `n` real coordinates. -/
abbrev Config (n : ℕ) := EuclideanSpace ℝ (Fin n)

variable {n : ℕ}

/-- Position `x` and velocity `v` solve `x'' = -grad V(x) - γ x'` for all times `t ≥ 0`. -/
structure IsTrajectory (V : Config n → ℝ) (γ : ℝ) (x v : ℝ → Config n) : Prop where
  pos : ∀ t, 0 ≤ t → HasDerivWithinAt x (v t) (Ici 0) t
  vel : ∀ t, 0 ≤ t → HasDerivWithinAt v (-gradient V (x t) - γ • v t) (Ici 0) t

/-- Total energy at unit mass: kinetic plus potential. -/
def energy (V : Config n → ℝ) (x v : Config n) : ℝ := ‖v‖ ^ 2 / 2 + V x

/-- `V` is strictly larger than `V x₀` at all other points of some ball around `x₀`. -/
def StrictLocalMin (V : Config n → ℝ) (x₀ : Config n) : Prop :=
  ∃ r > 0, ∀ y, y ≠ x₀ → ‖y - x₀‖ < r → V x₀ < V y

/-- Trajectories that start close enough to `x₀` and slowly enough stay close to `x₀` and slow. -/
def LyapunovStable (V : Config n → ℝ) (γ : ℝ) (x₀ : Config n) : Prop :=
  ∀ ε > 0, ∃ δ > 0, ∀ x v, IsTrajectory V γ x v → ‖x 0 - x₀‖ < δ → ‖v 0‖ < δ →
    ∀ t, 0 ≤ t → ‖x t - x₀‖ < ε ∧ ‖v t‖ < ε

/-- The harmonic potential energy `⟨u, K u⟩ / 2` with force-constant operator `K`. -/
def harmonic (K : Config n →L[ℝ] Config n) (u : Config n) : ℝ := (1 / 2) * inner ℝ u (K u)

/-- Along a trajectory the energy changes at the rate `-γ ‖v‖²`. -/
theorem energy_rate {V : Config n → ℝ} {γ : ℝ} {x v : ℝ → Config n} (hV : Differentiable ℝ V)
    (h : IsTrajectory V γ x v) {t : ℝ} (ht : 0 ≤ t) :
    HasDerivWithinAt (fun s => energy V (x s) (v s)) (-γ * ‖v t‖ ^ 2) (Ici 0) t := by
  have h1 := (hV (x t)).hasGradientAt.hasFDerivAt.comp_hasDerivWithinAt t (h.pos t ht)
  have h2 := (h.vel t ht).norm_sq.div_const 2
  refine (h2.add h1).congr_deriv ?_
  have e : (InnerProductSpace.toDual ℝ (Config n) (gradient V (x t))) (v t)
      = inner ℝ (gradient V (x t)) (v t) := by rfl
  -- the conservative force does work that cancels the change of potential energy
  rw [e, inner_sub_right, inner_neg_right, real_inner_smul_right, real_inner_self_eq_norm_sq,
    real_inner_comm (v t)]
  ring

/-- With non-negative friction the energy never exceeds its initial value. -/
theorem energy_le_initial {V : Config n → ℝ} {γ : ℝ} {x v : ℝ → Config n}
    (hV : Differentiable ℝ V) (hγ : 0 ≤ γ) (h : IsTrajectory V γ x v) {t : ℝ} (ht : 0 ≤ t) :
    energy V (x t) (v t) ≤ energy V (x 0) (v 0) := by
  have anti : AntitoneOn (fun s => energy V (x s) (v s)) (Ici 0) := by
    refine antitoneOn_of_hasDerivWithinAt_nonpos (f' := fun s => -γ * ‖v s‖ ^ 2) (convex_Ici 0)
      (fun s hs => (energy_rate hV h hs).continuousWithinAt)
      (fun s hs => (energy_rate hV h (interior_subset hs)).mono interior_subset)
      (fun s _ => ?_)
    have := mul_nonneg hγ (sq_nonneg ‖v s‖)
    linarith
  exact anti (mem_Ici.2 le_rfl) (mem_Ici.2 ht) ht

/-- On a small sphere around a strict minimum the potential is at least some `m > V x₀`. -/
theorem energy_barrier {V : Config n → ℝ} {x₀ : Config n} {r ρ : ℝ} (hV : Continuous V)
    (hmin : ∀ y, y ≠ x₀ → ‖y - x₀‖ < r → V x₀ < V y) (hρ : 0 < ρ) (hρr : ρ < r) :
    ∃ m, V x₀ < m ∧ ∀ y, ‖y - x₀‖ = ρ → m ≤ V y := by
  rcases (Metric.sphere x₀ ρ).eq_empty_or_nonempty with h | h
  · refine ⟨V x₀ + 1, by linarith, fun y hy => ?_⟩
    have hy' : y ∈ Metric.sphere x₀ ρ := mem_sphere_iff_norm.2 hy
    rw [h] at hy'
    exact absurd hy' (by simp)
  · obtain ⟨z, hz, hzm⟩ := (isCompact_sphere x₀ ρ).exists_isMinOn h hV.continuousOn
    rw [mem_sphere_iff_norm] at hz
    refine ⟨V z, hmin z ?_ (by linarith), fun y hy => hzm (mem_sphere_iff_norm.2 hy)⟩
    intro h0
    rw [h0, sub_self, norm_zero] at hz
    linarith

/-- **Lagrange-Dirichlet theorem** for unit mass in Euclidean coordinates: a strict local minimum of
a differentiable potential is Lyapunov stable, without friction or with linear friction. -/
theorem lagrange_dirichlet {V : Config n → ℝ} {γ : ℝ} {x₀ : Config n}
    (hV : Differentiable ℝ V) (hγ : 0 ≤ γ) (hmin : StrictLocalMin V x₀) :
    LyapunovStable V γ x₀ := by
  intro ε hε
  obtain ⟨r, hr, hmin⟩ := hmin
  obtain ⟨ρ, hρ, hρr, hρε⟩ : ∃ ρ : ℝ, 0 < ρ ∧ ρ < r ∧ ρ < ε := by
    obtain ⟨ρ, h1, h2⟩ := exists_between (lt_min hr hε)
    exact ⟨ρ, h1, lt_of_lt_of_le h2 (min_le_left _ _), lt_of_lt_of_le h2 (min_le_right _ _)⟩
  obtain ⟨m, hm, hbar⟩ := energy_barrier hV.continuous hmin hρ hρr
  -- the energy budget `η` lies below the barrier and below the kinetic energy at speed `ε`
  obtain ⟨η, hη, hηm⟩ := exists_between
    (lt_min (sub_pos.2 hm) (by positivity : (0 : ℝ) < ε ^ 2 / 2))
  have hη1 := lt_of_lt_of_le hηm (min_le_left _ _)
  have hη2 := lt_of_lt_of_le hηm (min_le_right _ _)
  obtain ⟨δ, hδ, hc⟩ := Metric.continuousAt_iff.1 (hV.continuous.continuousAt (x := x₀))
    (η / 2) (by positivity)
  refine ⟨min (min δ ρ) (min 1 η), by positivity, fun x v h hx hv t ht => ?_⟩
  simp only [lt_min_iff] at hx hv
  have hE : energy V (x 0) (v 0) < V x₀ + η := by
    have h1 := hc (by rw [dist_eq_norm]; exact hx.1.1)
    rw [Real.dist_eq] at h1
    have h2 := (abs_lt.1 h1).2
    have h3 : ‖v 0‖ ^ 2 < η := by nlinarith [norm_nonneg (v 0), hv.2.1, hv.2.2]
    unfold energy
    linarith
  have hclose : ‖x t - x₀‖ < ρ := by
    by_contra hfar
    have hcont : ContinuousOn (fun s => ‖x s - x₀‖) (Icc 0 t) := by
      have hxc : ContinuousOn x (Icc 0 t) := fun s hs =>
        (h.pos s hs.1).continuousWithinAt.mono Icc_subset_Ici_self
      exact (hxc.sub continuousOn_const).norm
    -- an escaping trajectory would have to cross the barrier
    obtain ⟨s, hs, hsρ⟩ := intermediate_value_Icc ht hcont ⟨hx.1.2.le, not_lt.1 hfar⟩
    have h1 := hbar (x s) hsρ
    have h2 := energy_le_initial hV hγ h hs.1
    have h3 : V (x s) ≤ energy V (x s) (v s) := by
      unfold energy
      linarith [sq_nonneg ‖v s‖]
    linarith
  refine ⟨hclose.trans hρε, ?_⟩
  have hlow : V x₀ ≤ V (x t) := by
    by_cases he : x t = x₀
    · rw [he]
    · exact (hmin _ he (hclose.trans hρr)).le
  have h2 := energy_le_initial hV hγ h ht
  have h3 : ‖v t‖ ^ 2 / 2 + V (x t) ≤ energy V (x 0) (v 0) := h2
  exact lt_of_pow_lt_pow_left₀ 2 hε.le (by linarith)

/-- For symmetric force constants the gradient of the harmonic potential at `u` is `K u`. -/
theorem harmonic_gradient {K : Config n →L[ℝ] Config n}
    (hK : (K : Config n →ₗ[ℝ] Config n).IsSymmetric) (u : Config n) :
    HasGradientAt (harmonic K) (K u) u := by
  rw [hasGradientAt_iff_hasFDerivAt]
  have h := (hasFDerivAt_id (𝕜 := ℝ) u).inner ℝ (K.hasFDerivAt (x := u))
  refine (h.const_mul (1 / 2 : ℝ)).congr_fderiv (ContinuousLinearMap.ext fun w => ?_)
  have e1 : inner ℝ (K u) w = inner ℝ u (K w) := hK u w
  have e2 : inner ℝ w (K u) = inner ℝ (K u) w := real_inner_comm _ _
  simp [fderivInnerCLM_apply]
  linarith

/-- If an amplitude `f` obeys `f'' = -μ f` and grows at least linearly, an eigenvector of `K`
with eigenvalue `μ` makes the undamped harmonic equilibrium unstable. -/
theorem growing_mode_unstable {K : Config n →L[ℝ] Config n}
    (hK : (K : Config n →ₗ[ℝ] Config n).IsSymmetric) {u : Config n} {μ c : ℝ} {f g : ℝ → ℝ}
    (hu0 : u ≠ 0) (hu : K u = μ • u) (hf : ∀ t, HasDerivAt f (g t) t)
    (hg : ∀ t, HasDerivAt g (-μ * f t) t) (hc : 0 < c) (hgrow : ∀ t, 0 ≤ t → c * t ≤ f t) :
    ¬ LyapunovStable (harmonic K) 0 0 := by
  intro hs
  have hn : 0 < ‖u‖ := norm_pos_iff.2 hu0
  obtain ⟨δ, hδ, h⟩ := hs ‖u‖ hn
  obtain ⟨M, hM, hf0, hg0⟩ : ∃ M : ℝ, 0 < M ∧ |f 0| < M ∧ |g 0| < M :=
    ⟨|f 0| + |g 0| + 1, by positivity, by linarith [abs_nonneg (g 0)],
      by linarith [abs_nonneg (f 0)]⟩
  -- scale the mode so that it starts inside the allowed neighbourhood
  obtain ⟨a, ha, haM⟩ : ∃ a : ℝ, 0 < a ∧ a * M * ‖u‖ = δ :=
    ⟨δ / (M * ‖u‖), by positivity, by field_simp⟩
  have small : ∀ s : ℝ, |s| < M → ‖(a * s) • u‖ < δ := by
    intro s hs
    rw [norm_smul, Real.norm_eq_abs, abs_mul, abs_of_pos ha, ← haM]
    gcongr
  have tr : IsTrajectory (harmonic K) 0 (fun t => (a * f t) • u) (fun t => (a * g t) • u) := by
    refine ⟨fun t _ => (((hf t).const_mul a).smul_const u).hasDerivWithinAt, fun t _ => ?_⟩
    refine ((((hg t).const_mul a).smul_const u).congr_deriv ?_).hasDerivWithinAt
    rw [(harmonic_gradient hK _).gradient, map_smul, hu]
    module
  have hT : 0 ≤ 1 / (a * c) := by positivity
  have far := (h _ _ tr (by rw [sub_zero]; exact small _ hf0) (small _ hg0) _ hT).1
  rw [sub_zero, norm_smul, Real.norm_eq_abs] at far
  have h1 : a * (c * (1 / (a * c))) = 1 := by field_simp
  have h2 := mul_le_mul_of_nonneg_left (hgrow _ hT) ha.le
  have h3 := le_abs_self (a * f (1 / (a * c)))
  nlinarith

/-- A normal mode with zero or negative force constant makes the undamped harmonic equilibrium
unstable. -/
theorem soft_mode_unstable {K : Config n →L[ℝ] Config n}
    (hK : (K : Config n →ₗ[ℝ] Config n).IsSymmetric) {u : Config n} {μ : ℝ}
    (hu0 : u ≠ 0) (hu : K u = μ • u) (hμ : μ ≤ 0) : ¬ LyapunovStable (harmonic K) 0 0 := by
  rcases hμ.eq_or_lt with h0 | hneg
  · -- zero mode: uniform drift
    exact growing_mode_unstable hK (f := fun t => t) (g := fun _ => 1) hu0 hu
      (fun t => hasDerivAt_id' t)
      (fun t => (hasDerivAt_const t (1 : ℝ)).congr_deriv (by rw [h0]; ring))
      one_pos (fun t _ => by linarith)
  · -- negative force constant: exponential growth
    obtain ⟨ω, hω, hω2⟩ : ∃ ω : ℝ, 0 < ω ∧ ω ^ 2 = -μ :=
      ⟨√(-μ), Real.sqrt_pos.2 (by linarith), Real.sq_sqrt (by linarith)⟩
    have he : ∀ t, HasDerivAt (fun s => Real.exp (ω * s)) (ω * Real.exp (ω * t)) t := fun t =>
      ((hasDerivAt_id' t).const_mul ω).exp.congr_deriv (by ring)
    exact growing_mode_unstable hK hu0 hu he
      (fun t => ((he t).const_mul ω).congr_deriv
        (by linear_combination Real.exp (ω * t) * hω2))
      hω (fun t _ => by linarith [Real.add_one_le_exp (ω * t)])

/-- The equilibrium of an undamped harmonic lattice is Lyapunov stable if and only if its
symmetric force-constant operator is positive definite. -/
theorem harmonic_stable_iff {K : Config n →L[ℝ] Config n}
    (hK : (K : Config n →ₗ[ℝ] Config n).IsSymmetric) :
    LyapunovStable (harmonic K) 0 0 ↔ ∀ u, u ≠ 0 → 0 < inner ℝ u (K u) := by
  constructor
  · intro hs u hu
    have hn : Module.finrank ℝ (Config n) = n := finrank_euclideanSpace_fin
    let b := hK.eigenvectorBasis hn
    let μ := hK.eigenvalues hn
    have hb : ∀ i, K (b i) = μ i • b i := fun i => hK.apply_eigenvectorBasis hn i
    have hμ : ∀ i, 0 < μ i := fun i => by
      by_contra hi
      exact soft_mode_unstable hK (b.orthonormal.ne_zero i) (hb i) (not_lt.1 hi) hs
    -- expand `⟨u, K u⟩`, twice the potential energy, in normal modes
    have hterm : ∀ i, inner ℝ u (b i) * inner ℝ (b i) (K u) = μ i * inner ℝ u (b i) ^ 2 := by
      intro i
      have e : inner ℝ (K (b i)) u = inner ℝ (b i) (K u) := hK (b i) u
      rw [← e, hb i, real_inner_smul_left, real_inner_comm u (b i)]
      ring
    rw [← b.sum_inner_mul_inner u (K u), Finset.sum_congr rfl (fun i _ => hterm i)]
    obtain ⟨i, hi⟩ : ∃ i, inner ℝ u (b i) ≠ 0 := by
      by_contra hall
      push Not at hall
      apply hu
      rw [← inner_self_eq_zero (𝕜 := ℝ), ← b.sum_inner_mul_inner u u]
      exact Finset.sum_eq_zero (fun i _ => by rw [hall i, zero_mul])
    exact Finset.sum_pos' (fun j _ => mul_nonneg (hμ j).le (sq_nonneg _))
      ⟨i, Finset.mem_univ i, mul_pos (hμ i) (by positivity)⟩
  · intro h
    refine lagrange_dirichlet (fun u => (harmonic_gradient hK u).hasFDerivAt.differentiableAt)
      le_rfl ⟨1, one_pos, fun y hy _ => ?_⟩
    have h1 := h y hy
    simp only [harmonic, map_zero, inner_zero_right, mul_zero]
    linarith

end

end LagrangeDirichlet
```

```lean
#print axioms LagrangeDirichlet.harmonic_stable_iff
```

```
'LagrangeDirichlet.harmonic_stable_iff' depends on axioms: [propext, Classical.choice, Quot.sound]
```

## How the proof follows the energy argument

`energy_rate` applies the chain rule and cancels the work of the conservative force; `energy_le_initial` turns the sign of the rate into monotonicity. `energy_barrier` obtains m from compactness. It treats an empty sphere separately, which covers n = 0.

In `lagrange_dirichlet`, `exists_between` chooses ρ and η, and `intermediate_value_Icc` supplies the crossing time s. The last lines bound the speed by comparing squares.

`harmonic_gradient` uses symmetry to combine the two derivative terms. `growing_mode_unstable` contains the scaling argument for any amplitude with f'' = −μf and f(t) ≥ ct; `soft_mode_unstable` supplies the linear and exponential amplitudes. Finally, `harmonic_stable_iff` expands in `eigenvectorBasis` for one direction and applies `lagrange_dirichlet` for the other.
